# For a $C^2$ factor $g$ with $g(0)\neq 0$, the potential inverted from $r^{l+1}g(r)$ has a finite limit at the nucleus exactly when $g'(0)=0$

## Which coefficient makes my inverted potential spike at the origin?

Inside the core radius I write the pseudo wavefunction as $u(r)=r^{l+1}g(r)$ with $g(r)=1+a_1r+a_2r^2+\dots$, and I get the screened potential by inverting the radial Schrödinger equation:

$$V(r)=E-\frac{l(l+1)}{2r^2}+\frac{u''(r)}{2u(r)}.$$

For $l>0$ two of these terms blow up like $1/r^2$. With some choices of coefficients $V$ stays finite at the origin, and with others it has a spike. Is the spike a numerical failure of the cancellation, or is it really there? And when it is absent, what value should $V$ approach?

## The linear coefficient produces a true $1/r$ term

The spike is real whenever $a_1\neq0$: as $r$ decreases to zero, $rV(r)\to(l+1)a_1$. If $a_1=0$, the potential has the finite limit $V(r)\to E+(2l+3)a_2$. This holds for $g$ twice continuously differentiable near the origin, with $g(0)=1$, $a_1=g'(0)$ and $a_2=g''(0)/2$. For any other nonzero $g(0)$, replace $a_1$ and $a_2$ by $g'(0)/g(0)$ and $g''(0)/(2g(0))$.

For norm-conserving construction in a single nonrelativistic radial channel, this means that a trial form without a linear term gives a screened potential that stays finite at the nucleus.

### The $1/r^2$ terms cancel exactly

Differentiate $u=r^{l+1}g$ twice:

$$u'=(l+1)r^l g+r^{l+1}g',$$

$$u''=l(l+1)r^{l-1}g+2(l+1)r^l g'+r^{l+1}g'',$$

where the first term of $u''$ is absent for $l=0$. Dividing by $2u=2r^{l+1}g$, at any $r>0$ with $g(r)\neq0$, gives

$$\frac{u''}{2u}=\frac{l(l+1)}{2r^2}+\frac{(l+1)g'}{rg}+\frac{g''}{2g}.$$

The first term removes the centrifugal term from the inversion formula, so

$$V(r)=E+\frac{(l+1)g'(r)}{r\,g(r)}+\frac{g''(r)}{2g(r)}.$$

Multiply by $r$:

$$rV(r)=rE+(l+1)\frac{g'(r)}{g(r)}+r\,\frac{g''(r)}{2g(r)}\;\longrightarrow\;(l+1)\frac{g'(0)}{g(0)},$$

because $g$, $g'$ and $g''$ are continuous at the origin and $g(0)\neq0$.

Now let $g'(0)=0$. Then $g'(r)/r=(g'(r)-g'(0))/r\to g''(0)$, and

$$V(r)\to E+(l+1)\frac{g''(0)}{g(0)}+\frac{g''(0)}{2g(0)}=E+(2l+3)\frac{g''(0)}{2g(0)}.$$

Conversely, if $V$ has a finite limit, then $rV(r)\to0$. Limits are unique, so $(l+1)g'(0)/g(0)=0$, and hence $g'(0)=0$.

Two familiar forms fit this pattern. For $g=e^{p}$ one has $g'=p'e^p$ and $g''=(p''+p'^2)e^p$, so $p'(0)=0$ gives the limit $E+(2l+3)p''(0)/2$. For the nodeless hydrogenic function, $g=e^{-Zr/(l+1)}$, so $g'/g=-Z/(l+1)$ and $g''/g=Z^2/(l+1)^2$. At $E=-Z^2/(2(l+1)^2)$ the constants cancel and $V=-Z/r$ exactly. There the $1/r$ term is the nuclear attraction itself.

### An s-wave check, and a factor that is not smooth enough

Take the smallest angular momentum, $l=0$, and a free particle with $u=\sin(kr)/k$, $k\neq0$ and $E=k^2/2$. Then $g=1-k^2r^2/6+\dots$, so $a_1=0$ and $a_2=-k^2/6$. The limit is $k^2/2-3k^2/6=0$, as it must be for a free particle.

For the finite limit, it is not enough that $g$ is twice differentiable everywhere with $g'(0)=0$. Let $g(r)=1+r^4\sin(1/r)$ with $g(0)=1$. Then $g'(0)=g''(0)=0$, but for $r>0$

$$g''(r)=12r^2\sin(1/r)-6r\cos(1/r)-\sin(1/r).$$

The last term keeps oscillating, so $V(r)$ behaves as $E-\tfrac12\sin(1/r)$ near the origin and has no limit.

### What the Lean definitions and hypotheses say

`pseudoWave l g` is the function $r^{l+1}g(r)$, with `l` a natural number. `invertedPotential E l u` is the inversion formula in atomic units for an arbitrary real function `u`. It contains the actual second derivative `deriv (deriv u) r`, so the cancellation is a theorem and is not built into the definition.

The hypothesis `ContDiffAt ℝ 2 g 0` says that $g$ is twice continuously differentiable in a neighbourhood of zero, including small negative $r$. A radial factor given only for $r\ge0$, with two continuous derivatives up to the origin, can be continued to negative $r$ by its second-order Taylor polynomial. The filter `𝓝[>] 0` means that $r$ approaches zero through positive values, so the value of the formula at $r=0$ plays no part.

The main statements are:

- `tendsto_mul_invertedPotential`: $rV(r)\to(l+1)g'(0)/g(0)$.
- `tendsto_invertedPotential`: if $g'(0)=0$, then $V(r)\to E+(2l+3)g''(0)/(2g(0))$.
- `finite_at_nucleus_iff`: some real limit `v` of $V$ exists if and only if $g'(0)=0$.
- `tendsto_exponential_form`: the finite limit for $g=e^p$ with $p'(0)=0$.
- `hydrogenic_inversion`: the equality $V(r)=-Z/r$ at every $r>0$, for any real `Z`.

In the limit statements the energy `E` is an arbitrary real parameter, and no eigenvalue condition is imposed; `hydrogenic_inversion` is stated at the energy $-Z^2/(2(l+1)^2)$. The limit statements concern the screened potential near the nucleus; `hydrogenic_inversion` concerns the bare Coulomb potential at every $r>0$. The statements contain no norm constraint, no matching at the core radius and no subtraction of Hartree or exchange-correlation terms.

```lean
import Mathlib

open Filter Topology

namespace PseudopotentialInversion

noncomputable section

/-- The radial pseudo wavefunction `u(r) = r^(l+1) g(r)` of angular momentum `l`. -/
def pseudoWave (l : ℕ) (g : ℝ → ℝ) (r : ℝ) : ℝ := r ^ (l + 1) * g r

/-- The screened potential obtained by inverting the radial Schrödinger equation (atomic units) for
the radial function `u` at energy `E`. The formula is meaningful at radii `r > 0` where `u` is twice
differentiable and `u r ≠ 0`. -/
def invertedPotential (E : ℝ) (l : ℕ) (u : ℝ → ℝ) (r : ℝ) : ℝ :=
  E - l * (l + 1) / (2 * r ^ 2) + deriv (deriv u) r / (2 * u r)

/-- If `g` is `n` times continuously differentiable at `x` and `m + 1 ≤ n`, then its derivative is
at least `m` times continuously differentiable at `x`. -/
theorem contDiffAt_deriv {g : ℝ → ℝ} {x : ℝ} {m n : WithTop ℕ∞}
    (hg : ContDiffAt ℝ n g x) (hmn : m + 1 ≤ n) : ContDiffAt ℝ m (deriv g) x := by
  have h : deriv g = fun y => fderiv ℝ g y 1 := rfl
  rw [h]
  exact (hg.fderiv_right hmn).clm_apply contDiffAt_const

/-- The slope of the pseudo wavefunction where its radial factor is differentiable. -/
theorem hasDerivAt_pseudoWave (l : ℕ) {g : ℝ → ℝ} {x : ℝ} (hg : DifferentiableAt ℝ g x) :
    HasDerivAt (pseudoWave l g) ((l + 1) * x ^ l * g x + x ^ (l + 1) * deriv g x) x :=
  ((hasDerivAt_pow (l + 1) x).fun_mul hg.hasDerivAt).congr_deriv (by simp)

/-- At a radius `r > 0` where `g` is twice continuously differentiable and nonzero, the
centrifugal term cancels from the inverted potential. -/
theorem invertedPotential_eq (E : ℝ) (l : ℕ) {g : ℝ → ℝ} {r : ℝ} (hr : 0 < r)
    (hg : ContDiffAt ℝ 2 g r) (h0 : g r ≠ 0) :
    invertedPotential E l (pseudoWave l g) r =
      E + (l + 1) * deriv g r / (r * g r) + deriv (deriv g) r / (2 * g r) := by
  have hr0 : r ≠ 0 := hr.ne'
  have hd : DifferentiableAt ℝ g r := hg.differentiableAt (by norm_num)
  have hd' : DifferentiableAt ℝ (deriv g) r :=
    (contDiffAt_deriv (m := 1) hg one_add_one_eq_two.le).differentiableAt (by norm_num)
  -- the first derivative is known on a whole neighbourhood, so it can be differentiated again
  have hev : deriv (pseudoWave l g) =ᶠ[𝓝 r]
      fun x => ((l : ℝ) + 1) * x ^ l * g x + x ^ (l + 1) * deriv g x := by
    filter_upwards [hg.eventually (by simp)] with x hx
    exact (hasDerivAt_pseudoWave l (hx.differentiableAt (by norm_num))).deriv
  have h2 : HasDerivAt (fun x => ((l : ℝ) + 1) * x ^ l * g x + x ^ (l + 1) * deriv g x)
      ((((l : ℝ) + 1) * (l * r ^ (l - 1)) * g r + ((l : ℝ) + 1) * r ^ l * deriv g r) +
        (((l : ℝ) + 1) * r ^ l * deriv g r + r ^ (l + 1) * deriv (deriv g) r)) r :=
    ((((hasDerivAt_pow l r).const_mul ((l : ℝ) + 1)).fun_mul hd.hasDerivAt).fun_add
      ((hasDerivAt_pow (l + 1) r).fun_mul hd'.hasDerivAt)).congr_deriv (by simp)
  have hl : (l : ℝ) * r ^ (l - 1) = l * r ^ l / r := by
    rcases l with _ | k
    · simp
    · rw [Nat.add_sub_cancel, pow_succ, ← mul_assoc, mul_div_cancel_right₀ _ hr0]
  rw [invertedPotential, hev.deriv_eq, h2.deriv, hl, pseudoWave, pow_succ]
  field_simp
  ring

/-- Near the nucleus the centrifugal term cancels, if `g` is twice continuously differentiable
at the origin and nonzero there. -/
theorem eventually_invertedPotential_eq (E : ℝ) (l : ℕ) {g : ℝ → ℝ}
    (hg : ContDiffAt ℝ 2 g 0) (h0 : g 0 ≠ 0) :
    ∀ᶠ r in 𝓝[>] (0 : ℝ), 0 < r ∧ g r ≠ 0 ∧ invertedPotential E l (pseudoWave l g) r =
      E + (l + 1) * deriv g r / (r * g r) + deriv (deriv g) r / (2 * g r) := by
  filter_upwards [nhdsWithin_le_nhds (hg.eventually (by simp)),
    nhdsWithin_le_nhds (hg.continuousAt.eventually_ne h0), self_mem_nhdsWithin] with r h1 h2 h3
  exact ⟨h3, h2, invertedPotential_eq E l h3 h1 h2⟩

/-- For `g` twice continuously differentiable at the origin with `g(0) ≠ 0`, the product `r V(r)`
tends to `(l+1) g'(0)/g(0)` as `r` decreases to zero. -/
theorem tendsto_mul_invertedPotential (E : ℝ) (l : ℕ) {g : ℝ → ℝ}
    (hg : ContDiffAt ℝ 2 g 0) (h0 : g 0 ≠ 0) :
    Tendsto (fun r => r * invertedPotential E l (pseudoWave l g) r) (𝓝[>] 0)
      (𝓝 ((l + 1) * (deriv g 0 / g 0))) := by
  have hg1 : ContDiffAt ℝ 1 (deriv g) 0 := contDiffAt_deriv hg one_add_one_eq_two.le
  have hg2 : ContDiffAt ℝ 0 (deriv (deriv g)) 0 := contDiffAt_deriv hg1 (zero_add 1).le
  have hc : ContinuousAt (fun r => r * E + ((l : ℝ) + 1) * (deriv g r / g r) +
      r * (deriv (deriv g) r / (2 * g r))) 0 :=
    ((continuousAt_id.mul continuousAt_const).add
      (continuousAt_const.mul (hg1.continuousAt.div hg.continuousAt h0))).add
      (continuousAt_id.mul (hg2.continuousAt.div (continuousAt_const.mul hg.continuousAt)
        (mul_ne_zero two_ne_zero h0)))
  have ht := hc.tendsto.mono_left (nhdsWithin_le_nhds (s := Set.Ioi 0))
  simp only [zero_mul, zero_add, add_zero] at ht
  refine ht.congr' ?_
  filter_upwards [eventually_invertedPotential_eq E l hg h0] with r ⟨hr, hgr, hV⟩
  have hr0 : r ≠ 0 := hr.ne'
  rw [hV]
  field_simp

/-- For `g` twice continuously differentiable at the origin with `g(0) ≠ 0` and `g'(0) = 0`, the
inverted potential tends to `E + (2l+3) g''(0)/(2 g(0))` at the nucleus. -/
theorem tendsto_invertedPotential (E : ℝ) (l : ℕ) {g : ℝ → ℝ}
    (hg : ContDiffAt ℝ 2 g 0) (h0 : g 0 ≠ 0) (h1 : deriv g 0 = 0) :
    Tendsto (invertedPotential E l (pseudoWave l g)) (𝓝[>] 0)
      (𝓝 (E + (2 * l + 3) * (deriv (deriv g) 0 / (2 * g 0)))) := by
  have hg1 : ContDiffAt ℝ 1 (deriv g) 0 := contDiffAt_deriv hg one_add_one_eq_two.le
  have hg2 : ContDiffAt ℝ 0 (deriv (deriv g)) 0 := contDiffAt_deriv hg1 (zero_add 1).le
  have hle : 𝓝[>] (0 : ℝ) ≤ 𝓝 0 := nhdsWithin_le_nhds
  -- since g'(0) = 0, the quotient g'(r)/r tends to g''(0)
  have hs : Tendsto (fun r => deriv g r / r) (𝓝[>] 0) (𝓝 (deriv (deriv g) 0)) := by
    have h := (hasDerivAt_iff_tendsto_slope.mp
      (hg1.differentiableAt (by norm_num)).hasDerivAt).mono_left
      (nhdsWithin_mono (0 : ℝ) (fun x (hx : x ∈ Set.Ioi (0 : ℝ)) => (Set.mem_Ioi.mp hx).ne'))
    refine h.congr (fun r => ?_)
    rw [slope_def_field, h1, sub_zero, sub_zero]
  have hgt := hg.continuousAt.tendsto.mono_left hle
  have ht := (((hs.div hgt h0).const_mul ((l : ℝ) + 1)).const_add E).add
    ((hg2.continuousAt.tendsto.mono_left hle).div (hgt.const_mul 2)
      (mul_ne_zero two_ne_zero h0))
  have hval : E + (2 * l + 3) * (deriv (deriv g) 0 / (2 * g 0)) =
      E + ((l : ℝ) + 1) * (deriv (deriv g) 0 / g 0) + deriv (deriv g) 0 / (2 * g 0) := by
    field_simp
    ring
  rw [hval]
  refine ht.congr' ?_
  filter_upwards [eventually_invertedPotential_eq E l hg h0] with r ⟨hr, hgr, hV⟩
  have hr0 : r ≠ 0 := hr.ne'
  rw [hV]
  simp only [Pi.div_apply]
  field_simp

/-- For `g` twice continuously differentiable at the origin with `g(0) ≠ 0`, the inverted
potential has a finite limit at the nucleus exactly when `g'(0) = 0`. -/
theorem finite_at_nucleus_iff (E : ℝ) (l : ℕ) {g : ℝ → ℝ}
    (hg : ContDiffAt ℝ 2 g 0) (h0 : g 0 ≠ 0) :
    (∃ v, Tendsto (invertedPotential E l (pseudoWave l g)) (𝓝[>] 0) (𝓝 v)) ↔
      deriv g 0 = 0 := by
  refine ⟨fun ⟨v, hv⟩ => ?_, fun h1 => ⟨_, tendsto_invertedPotential E l hg h0 h1⟩⟩
  -- a finite limit forces r V(r) to vanish at the nucleus
  have hid : Tendsto (fun r : ℝ => r) (𝓝[>] 0) (𝓝 0) := nhdsWithin_le_nhds
  have h := tendsto_nhds_unique (tendsto_mul_invertedPotential E l hg h0) (hid.mul hv)
  rw [zero_mul] at h
  have hl : (l : ℝ) + 1 ≠ 0 := by positivity
  exact (div_eq_zero_iff.mp ((mul_eq_zero.mp h).resolve_left hl)).resolve_right h0

/-- For the exponential form `u = r^(l+1) exp(p(r))`, with `p` twice continuously differentiable
at the origin and `p'(0) = 0`, the potential tends to `E + (2l+3) p''(0)/2` at the nucleus. -/
theorem tendsto_exponential_form (E : ℝ) (l : ℕ) {p : ℝ → ℝ}
    (hp : ContDiffAt ℝ 2 p 0) (h1 : deriv p 0 = 0) :
    Tendsto (invertedPotential E l (pseudoWave l fun r => Real.exp (p r))) (𝓝[>] 0)
      (𝓝 (E + (2 * l + 3) * (deriv (deriv p) 0 / 2))) := by
  have hev : deriv (fun r => Real.exp (p r)) =ᶠ[𝓝 0] fun r => Real.exp (p r) * deriv p r := by
    filter_upwards [hp.eventually (by simp)] with x hx
    exact (hx.differentiableAt (by norm_num)).hasDerivAt.exp.deriv
  have hp1 : DifferentiableAt ℝ (deriv p) 0 :=
    (contDiffAt_deriv (m := 1) hp one_add_one_eq_two.le).differentiableAt (by norm_num)
  have h2 := (hp.differentiableAt (by norm_num)).hasDerivAt.exp.fun_mul hp1.hasDerivAt
  have hne : Real.exp (p 0) ≠ 0 := Real.exp_ne_zero _
  have ht := tendsto_invertedPotential E l hp.exp hne (by rw [hev.eq_of_nhds, h1, mul_zero])
  rw [hev.deriv_eq, h2.deriv, h1, mul_zero, zero_add, mul_comm (2 : ℝ) (Real.exp (p 0)),
    mul_div_mul_left _ _ hne] at ht
  exact ht

/-- Inverting `u = r^(l+1) exp(-Z r/(l+1))` at the energy `-Z²/(2(l+1)²)` returns the Coulomb
potential `-Z/r` at every `r > 0`. -/
theorem hydrogenic_inversion (Z : ℝ) (l : ℕ) {r : ℝ} (hr : 0 < r) :
    invertedPotential (-(Z / (l + 1)) ^ 2 / 2) l
      (pseudoWave l fun x => Real.exp (-(Z / (l + 1)) * x)) r = -Z / r := by
  have hl : (l : ℝ) + 1 ≠ 0 := by positivity
  have hr0 : r ≠ 0 := hr.ne'
  have hd : ∀ k x : ℝ, HasDerivAt (fun y => Real.exp (k * y)) (k * Real.exp (k * x)) x :=
    fun k x => (((hasDerivAt_id' x).const_mul k).exp).congr_deriv (by ring)
  have h1 : ∀ k : ℝ, deriv (fun y => Real.exp (k * y)) = fun y => k * Real.exp (k * y) :=
    fun k => funext fun x => (hd k x).deriv
  have hsmooth : ContDiffAt ℝ 2 (fun x => Real.exp (-(Z / ((l : ℝ) + 1)) * x)) r :=
    (contDiffAt_const.mul contDiffAt_id).exp
  have hne := Real.exp_ne_zero (-(Z / ((l : ℝ) + 1)) * r)
  rw [invertedPotential_eq _ l hr hsmooth hne, h1, ((hd _ r).const_mul _).deriv]
  beta_reduce
  -- the exponential is a common factor and drops out
  generalize Real.exp (-(Z / ((l : ℝ) + 1)) * r) = e at hne ⊢
  field_simp
  ring

end

end PseudopotentialInversion
```

```lean
#print axioms PseudopotentialInversion.finite_at_nucleus_iff
#print axioms PseudopotentialInversion.tendsto_exponential_form
#print axioms PseudopotentialInversion.hydrogenic_inversion
```

```
'PseudopotentialInversion.finite_at_nucleus_iff' depends on axioms: [propext, Classical.choice, Quot.sound]
'PseudopotentialInversion.tendsto_exponential_form' depends on axioms: [propext, Classical.choice, Quot.sound]
'PseudopotentialInversion.hydrogenic_inversion' depends on axioms: [propext, Classical.choice, Quot.sound]
```

### From the product rule to the limits

`contDiffAt_deriv` records that differentiation costs one order of smoothness, and `hasDerivAt_pseudoWave` is the formula for $u'$.

The cancellation is `invertedPotential_eq`. To differentiate $u'$ again, one must know it near $r$ and not just at $r$; `hev` supplies that. The product rule in `h2` then gives $u''$. The step `hl` rewrites $l\,r^{l-1}$ as $l\,r^l/r$, treating $l=0$ separately, since natural-number subtraction makes the exponent $l-1$ equal to zero there. `field_simp` and `ring` finish the division by $2u$. `eventually_invertedPotential_eq` carries the simplified formula to all sufficiently small $r>0$, where continuity keeps $g(r)$ away from zero.

For the limit of $rV$, `hc` proves that the simplified expression is continuous at zero, and its value there is the stated limit. The tactic step `ht.congr'` transfers the limit to $rV$, which agrees with that expression for small positive $r$.

For the finite limit, `hs` is the difference-quotient argument $g'(r)/r\to g''(0)$. The limits of the separate terms are combined in `ht`, and `hval` collects the coefficients $(l+1)+\tfrac12$ into $(2l+3)/2$.

In `finite_at_nucleus_iff`, one direction is the preceding theorem. The other multiplies the assumed limit by $r\to0$ and compares the result with the first limit through `tendsto_nhds_unique`.

The exponential case computes the first two derivatives of $e^p$ at the origin and cancels the factor $e^{p(0)}$. The hydrogenic case inserts its derivatives into `invertedPotential_eq`, then replaces the exponential by a nonzero number `e`, which drops out of the algebra.
